# The squared norm of a polynomial oscillator state bounds its Husimi function

## At most one quantum

Take a harmonic oscillator state with amplitude $a$ in the vacuum and $b$ in the first excited state, and represent it by the polynomial $p = a + bX$. Its value at a complex number $z$ is

$$p(z) = a + bz,$$

which is the inner product of the coefficient vector $(1, \bar z)$ with $(a, b)$, when the first vector is the conjugated one. The Cauchy–Schwarz inequality gives

$$|a + bz|^2 \le (1 + |z|^2)\,(|a|^2 + |b|^2).$$

Since $1 + |z|^2 \le e^{|z|^2}$, it follows that $|p(z)|^2 e^{-|z|^2} \le |a|^2 + |b|^2$. Evaluation at a point is an overlap with a fixed vector, and the squared norm of that vector is the beginning of an exponential series. With more quanta the argument is the same, except that factorials enter the inner product.

## Polynomials as states

Let $|n\rangle$ be the number states of one bosonic mode. In the Bargmann representation $|n\rangle$ becomes $X^n/\sqrt{n!}$, so a state $\sum_n c_n |n\rangle$ with finitely many quanta becomes a polynomial $p$ with coefficients $p_n = c_n/\sqrt{n!}$. The inner product of two such states is

$$\langle p, q\rangle = \sum_n n!\,\overline{p_n}\,q_n ,$$

and $\langle p,p\rangle = \sum_n |c_n|^2$.

The normalised coherent state $|\alpha\rangle$, with $\hat a|\alpha\rangle = \alpha|\alpha\rangle$ for the annihilation operator $\hat a$, has number amplitudes $e^{-|\alpha|^2/2}\alpha^n/\sqrt{n!}$. Its overlap with the state above is $e^{-|\alpha|^2/2}\,p(\bar\alpha)$. Hence $|p(z)|^2 e^{-|z|^2}$ is the squared modulus of the overlap with the coherent state whose eigenvalue is $\alpha = \bar z$. This is the Husimi function without its customary factor $1/\pi$, in a convention where the point $z$ labels the eigenvalue $\bar z$.

For a normalised pure state of one mode with finitely many quanta, the bound says that the Husimi function with the factor $1/\pi$ never exceeds $1/\pi$. A simulation in a truncated number basis can be tested against this: a value that is larger by more than rounding error reveals a mistake, for instance in the normalisation of the state or in the factor $1/\pi$.

## Evaluation as an overlap

Fix a cutoff $d \ge 0$ and define

$$K = \sum_{n=0}^{d} \frac{\bar z^{\,n}}{n!}\,X^n .$$

This is the coherent state with eigenvalue $\bar z$, unnormalised and cut off at $d$ quanta. Its coefficients are $K_n = \bar z^{\,n}/n!$. If $p$ has degree at most $d$, then

$$\langle K, p\rangle = \sum_{n=0}^{d} n!\,\frac{z^n}{n!}\,p_n = \sum_{n=0}^{d} p_n z^n = p(z).$$

The conjugate in $K$ is needed because the form conjugates its first argument. With $z^n$ in place of $\bar z^{\,n}$ the overlap would be $p(\bar z)$. The slip is hard to notice, because real $z$ doesn't reveal it and $\langle K,K\rangle$ doesn't change; the state $p = X$ at $z = i$ exposes it in the overlap, which becomes $-i$ instead of $i$. The Husimi function of this state doesn't show it, since $|p(\bar z)| = |p(z)|$ for $p = X$; for a general state the slip reflects the Husimi function in the real axis.

Putting $p = K$ in the reproducing property gives the squared norm of $K$:

$$\langle K,K\rangle = K(z) = \sum_{n=0}^{d} \frac{|z|^{2n}}{n!} =: S_d(|z|^2).$$

## From the overlap to the bound

The triangle inequality, followed by Cauchy–Schwarz with the factor $\sqrt{n!}$ shared out between the two sequences, gives

$$|p(z)|^2 \le \Big(\sum_{n=0}^{d} \frac{|z|^n}{\sqrt{n!}}\,\sqrt{n!}\,|p_n|\Big)^2 \le S_d(|z|^2)\,\langle p,p\rangle .$$

For $x \ge 0$ all terms of the exponential series are nonnegative, so $S_d(x) \le e^x$. Multiplication by $e^{-|z|^2}$ yields

$$|p(z)|^2 e^{-|z|^2} \le \langle p,p\rangle .$$

The cutoff has disappeared, so the bound holds for every polynomial.

If $z \ne 0$, the first omitted term $|z|^{2(d+1)}/(d+1)!$ is positive and $S_d(|z|^2) < e^{|z|^2}$. If also $p \ne 0$, then $\langle p,p\rangle > 0$ and the bound is strict. At $z = 0$ the vacuum $p = 1$ gives equality.

The constant 1 can nevertheless be approached at each $z$. Since $K(z) = S_d(|z|^2)$ and $\langle K,K\rangle = S_d(|z|^2)$,

$$\frac{|K(z)|^2 e^{-|z|^2}}{\langle K,K\rangle} = S_d(|z|^2)\,e^{-|z|^2} \longrightarrow 1 \qquad (d \to \infty).$$

A smaller constant in the bound would contradict this limit.

## The theorems in Lean

A state is an element of `ℂ[X]`, and `p.coeff n` is $p_n$. The form $\langle p,q\rangle$ is `bargmann p q`, a finite sum over the nonzero coefficients of the first argument. The polynomial $K$ is `kernel d z`, the partial sum $S_d(x)$ is `cutoffExp d x`, and $|p(z)|^2 e^{-|z|^2}$ is `husimi p z`. The modulus of a complex number is written `‖z‖`.

- `bargmann_kernel` states $\langle K,p\rangle = p(z)$. Its hypothesis `p.natDegree ≤ d` says that the cutoff keeps every level that $p$ occupies. The zero polynomial has `natDegree` 0 and is included for every $d$.
- `norm_eval_sq_le` is the bound with the factor $S_d(|z|^2)$, under the same hypothesis.
- `husimi_le` is the Husimi bound for all $p$ and $z$, with no hypothesis.
- `husimi_lt` is the strict version, for `p ≠ 0` and `z ≠ 0`.
- `husimi_kernel_tendsto` is the limit of the ratio for $K$ at a fixed $z$.

The form takes complex values, so the inequalities use `(bargmann p p).re`. Nothing is lost by this, since `bargmann_self` shows that $\langle p,p\rangle$ is the real number $\sum_n n!\,|p_n|^2$.

The theorems concern pure states of a single mode with finitely many quanta. The form is defined by coefficients, and its expression as a Gaussian integral over the plane doesn't appear.

A model on the full Fock space, with square-summable amplitudes $c_n$, would include the coherent state without a cutoff. That state attains the bound at its own centre, so the strict inequality would no longer hold for all nonzero states. Evaluation at $z$ would then be an infinite series whose convergence needs a proof. With polynomials every state is a finite sum. The vacuum is then the only coherent state included, and those with nonzero eigenvalue appear only as limits.

```lean
import Mathlib

open Polynomial ComplexConjugate Filter Topology

namespace BargmannHusimi

noncomputable section

/-- The Bargmann form `⟨p, q⟩ = ∑ n! conj(pₙ) qₙ` on polynomial states. -/
def bargmann (p q : ℂ[X]) : ℂ :=
  ∑ n ∈ p.support, (n.factorial : ℂ) * conj (p.coeff n) * q.coeff n

/-- The unnormalised coherent state at `z`, cut off at `d` quanta:
`∑ conj(z)ⁿ Xⁿ / n!` over `n ≤ d`. -/
def kernel (d : ℕ) (z : ℂ) : ℂ[X] :=
  ∑ n ∈ Finset.range (d + 1), C (conj z ^ n / (n.factorial : ℂ)) * X ^ n

/-- The exponential series cut off after the term of order `d`. -/
def cutoffExp (d : ℕ) (x : ℝ) : ℝ :=
  ∑ n ∈ Finset.range (d + 1), x ^ n / (n.factorial : ℝ)

/-- The Husimi function `|p(z)|² exp(-|z|²)` of a polynomial state, without the factor `1/π`. -/
def husimi (p : ℂ[X]) (z : ℂ) : ℝ :=
  ‖p.eval z‖ ^ 2 * Real.exp (-‖z‖ ^ 2)

/-- The Bargmann form may be summed up to any bound on the degree of its first argument. -/
theorem bargmann_eq_sum_range {p : ℂ[X]} {d : ℕ} (hp : p.natDegree ≤ d) (q : ℂ[X]) :
    bargmann p q =
      ∑ n ∈ Finset.range (d + 1), (n.factorial : ℂ) * conj (p.coeff n) * q.coeff n := by
  unfold bargmann
  apply Finset.sum_subset
  · intro n hn
    have := le_natDegree_of_mem_supp n hn
    rw [Finset.mem_range]
    omega
  · intro n _ hn
    rw [notMem_support_iff.mp hn]
    simp

/-- The squared norm of a polynomial state is the real number `∑ n! |pₙ|²`. -/
theorem bargmann_self {p : ℂ[X]} {d : ℕ} (hp : p.natDegree ≤ d) :
    bargmann p p =
      ((∑ n ∈ Finset.range (d + 1), (n.factorial : ℝ) * ‖p.coeff n‖ ^ 2 : ℝ) : ℂ) := by
  rw [bargmann_eq_sum_range hp]
  push_cast
  refine Finset.sum_congr rfl fun n _ => ?_
  rw [mul_assoc, Complex.conj_mul']

lemma coeff_kernel {d n : ℕ} (hn : n ≤ d) (z : ℂ) :
    (kernel d z).coeff n = conj z ^ n / (n.factorial : ℂ) := by
  simp only [kernel, finsetSum_coeff, coeff_C_mul, coeff_X_pow, mul_ite, mul_one, mul_zero]
  rw [Finset.sum_ite_eq, if_pos (Finset.mem_range.mpr (by omega))]

lemma natDegree_kernel_le (d : ℕ) (z : ℂ) : (kernel d z).natDegree ≤ d := by
  unfold kernel
  refine natDegree_sum_le_of_forall_le _ _ fun n hn => ?_
  have := Finset.mem_range.mp hn
  exact (natDegree_C_mul_X_pow_le _ _).trans (by omega)

/-- Reproducing property: the overlap of the cut-off coherent state at `z` with a state of
degree at most `d` is the value of that state at `z`. -/
theorem bargmann_kernel {p : ℂ[X]} {d : ℕ} (hp : p.natDegree ≤ d) (z : ℂ) :
    bargmann (kernel d z) p = p.eval z := by
  rw [bargmann_eq_sum_range (natDegree_kernel_le d z),
    eval_eq_sum_range' (n := d + 1) (by omega)]
  refine Finset.sum_congr rfl fun n hn => ?_
  have hn' := Finset.mem_range.mp hn
  have hf : (n.factorial : ℂ) ≠ 0 := by exact_mod_cast n.factorial_ne_zero
  rw [coeff_kernel (by omega), map_div₀, map_pow, Complex.conj_conj, map_natCast,
    mul_div_cancel₀ _ hf, mul_comm]

/-- The squared norm of the cut-off coherent state is the exponential series in `|z|²`,
cut off at order `d`. -/
theorem bargmann_kernel_self (d : ℕ) (z : ℂ) :
    bargmann (kernel d z) (kernel d z) = (cutoffExp d (‖z‖ ^ 2) : ℂ) := by
  have hd := natDegree_kernel_le d z
  rw [bargmann_kernel hd, eval_eq_sum_range' (n := d + 1) (by omega), cutoffExp]
  push_cast
  refine Finset.sum_congr rfl fun n hn => ?_
  have hn' := Finset.mem_range.mp hn
  rw [coeff_kernel (by omega), ← Complex.conj_mul', mul_pow]
  ring

/-- For a state of degree at most `d`, `|p(z)|²` is at most the squared norm of the state times
the exponential series in `|z|²` cut off at order `d`. -/
theorem norm_eval_sq_le {p : ℂ[X]} {d : ℕ} (hp : p.natDegree ≤ d) (z : ℂ) :
    ‖p.eval z‖ ^ 2 ≤ cutoffExp d (‖z‖ ^ 2) * (bargmann p p).re := by
  rw [bargmann_self hp, Complex.ofReal_re, cutoffExp]
  -- triangle inequality for the monomial expansion
  have h1 : ‖p.eval z‖ ≤ ∑ n ∈ Finset.range (d + 1), ‖p.coeff n‖ * ‖z‖ ^ n := by
    rw [eval_eq_sum_range' (n := d + 1) (by omega)]
    refine (norm_sum_le _ _).trans (le_of_eq ?_)
    exact Finset.sum_congr rfl fun n _ => by rw [norm_mul, norm_pow]
  -- Cauchy-Schwarz with weights 1/n! and n!
  refine (pow_le_pow_left₀ (norm_nonneg _) h1 2).trans ?_
  apply Finset.sum_sq_le_sum_mul_sum_of_sq_le_mul
  · intro n _
    positivity
  · intro n _
    positivity
  · intro n _
    have hf : (n.factorial : ℝ) ≠ 0 := by exact_mod_cast n.factorial_ne_zero
    apply le_of_eq
    field_simp
    ring

lemma exp_mul_exp_neg_sq (z : ℂ) : Real.exp (‖z‖ ^ 2) * Real.exp (-‖z‖ ^ 2) = 1 := by
  rw [← Real.exp_add, add_neg_cancel, Real.exp_zero]

/-- The Husimi bound: `|p(z)|² exp(-|z|²) ≤ ⟨p, p⟩` for every polynomial state and every
phase-space point. -/
theorem husimi_le (p : ℂ[X]) (z : ℂ) : husimi p z ≤ (bargmann p p).re := by
  have hN : 0 ≤ (bargmann p p).re := by
    rw [bargmann_self le_rfl, Complex.ofReal_re]
    positivity
  have hS : cutoffExp p.natDegree (‖z‖ ^ 2) ≤ Real.exp (‖z‖ ^ 2) :=
    Real.sum_le_exp_of_nonneg (by positivity) _
  calc husimi p z
      ≤ (Real.exp (‖z‖ ^ 2) * (bargmann p p).re) * Real.exp (-‖z‖ ^ 2) :=
        mul_le_mul_of_nonneg_right
          ((norm_eval_sq_le le_rfl z).trans (mul_le_mul_of_nonneg_right hS hN))
          (Real.exp_pos _).le
    _ = (bargmann p p).re := by
        linear_combination (bargmann p p).re * exp_mul_exp_neg_sq z

/-- Away from the origin of phase space, a nonzero polynomial state stays strictly below the
Husimi bound. -/
theorem husimi_lt {p : ℂ[X]} (hp : p ≠ 0) {z : ℂ} (hz : z ≠ 0) :
    husimi p z < (bargmann p p).re := by
  have hN : 0 < (bargmann p p).re := by
    rw [bargmann_self le_rfl, Complex.ofReal_re]
    refine Finset.sum_pos' (fun n _ => by positivity)
      ⟨p.natDegree, Finset.mem_range.mpr (by omega), ?_⟩
    have hc : p.coeff p.natDegree ≠ 0 := leadingCoeff_ne_zero.mpr hp
    exact mul_pos (by exact_mod_cast Nat.factorial_pos _) (pow_pos (norm_pos_iff.mpr hc) 2)
  -- the next term of the exponential series is strictly positive
  have hS : cutoffExp p.natDegree (‖z‖ ^ 2) < Real.exp (‖z‖ ^ 2) := by
    have hx : 0 < ‖z‖ ^ 2 := pow_pos (norm_pos_iff.mpr hz) 2
    have h := Real.sum_le_exp_of_nonneg hx.le (p.natDegree + 1 + 1)
    rw [Finset.sum_range_succ] at h
    have ht : 0 < (‖z‖ ^ 2) ^ (p.natDegree + 1) / ((p.natDegree + 1).factorial : ℝ) :=
      div_pos (pow_pos hx _) (by exact_mod_cast Nat.factorial_pos _)
    unfold cutoffExp
    linarith
  calc husimi p z
      < (Real.exp (‖z‖ ^ 2) * (bargmann p p).re) * Real.exp (-‖z‖ ^ 2) :=
        mul_lt_mul_of_pos_right
          ((norm_eval_sq_le le_rfl z).trans_lt (mul_lt_mul_of_pos_right hS hN))
          (Real.exp_pos _)
    _ = (bargmann p p).re := by
        linear_combination (bargmann p p).re * exp_mul_exp_neg_sq z

/-- As the cutoff grows, the Husimi function at `z` of the cut-off coherent state at `z`,
divided by the squared norm of that state, tends to one. -/
theorem husimi_kernel_tendsto (z : ℂ) :
    Tendsto (fun d => husimi (kernel d z) z / (bargmann (kernel d z) (kernel d z)).re)
      atTop (𝓝 1) := by
  have hsum : HasSum (fun n : ℕ => (‖z‖ ^ 2) ^ n / (n.factorial : ℝ))
      (Real.exp (‖z‖ ^ 2)) := by
    rw [Real.exp_eq_exp_ℝ]
    exact NormedSpace.expSeries_div_hasSum_exp (‖z‖ ^ 2)
  have hlim : Tendsto (fun d => cutoffExp d (‖z‖ ^ 2)) atTop (𝓝 (Real.exp (‖z‖ ^ 2))) :=
    hsum.tendsto_sum_nat.comp (tendsto_add_atTop_nat 1)
  have h := hlim.mul_const (Real.exp (-‖z‖ ^ 2))
  rw [exp_mul_exp_neg_sq] at h
  refine h.congr fun d => ?_
  have hpos : 0 < cutoffExp d (‖z‖ ^ 2) :=
    Finset.sum_pos' (fun n _ => by positivity) ⟨0, Finset.mem_range.mpr (by omega), by simp⟩
  -- the value at `z` of the cut-off coherent state `kernel d z` is its squared norm
  have hev : (kernel d z).eval z = (cutoffExp d (‖z‖ ^ 2) : ℂ) := by
    rw [← bargmann_kernel (natDegree_kernel_le d z), bargmann_kernel_self]
  rw [bargmann_kernel_self, Complex.ofReal_re, husimi, hev, Complex.norm_real,
    Real.norm_of_nonneg hpos.le, eq_div_iff hpos.ne']
  ring

end

end BargmannHusimi
```

```lean
#print axioms BargmannHusimi.husimi_le
-- 'BargmannHusimi.husimi_le' depends on axioms: [propext, Classical.choice, Quot.sound]
#print axioms BargmannHusimi.husimi_lt
-- 'BargmannHusimi.husimi_lt' depends on axioms: [propext, Classical.choice, Quot.sound]
#print axioms BargmannHusimi.husimi_kernel_tendsto
-- 'BargmannHusimi.husimi_kernel_tendsto' depends on axioms: [propext, Classical.choice, Quot.sound]
```

## How the proof follows the derivation

**Coefficients.** `bargmann_eq_sum_range` replaces the sum over the support of $p$ by a sum over $n \le d$. The tactic step is `Finset.sum_subset`: the support lies in the larger range, and the added terms vanish because their coefficients are zero. `bargmann_self` then turns each $\overline{p_n}\,p_n$ into $|p_n|^2$. The lemmas `coeff_kernel` and `natDegree_kernel_le` record that $K_n = \bar z^{\,n}/n!$ for $n \le d$ and that $K$ has degree at most $d$.

**Reproducing property.** `bargmann_kernel` writes both sides as sums over $n \le d$, the left by the lemma on ranges and the right by `eval_eq_sum_range'`. `Finset.sum_congr` reduces the equality to single terms. There the double conjugation is removed and $n!$ cancels, as in the calculation by hand. `bargmann_kernel_self` applies this result to $K$ itself and combines $\bar z^{\,n} z^n$ into $|z|^{2n}$.

**Cauchy–Schwarz.** `norm_eval_sq_le` works directly with coefficients and doesn't call the reproducing property. The step `h1` is the triangle inequality $|p(z)| \le \sum_n |p_n||z|^n$. The Mathlib lemma `Finset.sum_sq_le_sum_mul_sum_of_sq_le_mul` bounds the square of a sum of terms $r_n$ by a product of two sums with nonnegative terms $f_n$ and $g_n$, provided that $r_n^2 \le f_n g_n$. Here

$$r_n = |p_n||z|^n, \qquad f_n = \frac{|z|^{2n}}{n!}, \qquad g_n = n!\,|p_n|^2 ,$$

and the condition holds with equality, which `field_simp` and `ring` verify. This form of the inequality avoids the square roots of factorials.

**The exponential.** `husimi_le` takes the degree of $p$ itself as the cutoff, which is why it needs no hypothesis. `Real.sum_le_exp_of_nonneg` supplies $S_d(x) \le e^x$. The `calc` block multiplies by $e^{-|z|^2}$, and `exp_mul_exp_neg_sq` cancels the two exponentials.

**Strictness.** `husimi_lt` needs two strict inequalities. The squared norm is positive because the leading coefficient of a nonzero polynomial contributes a positive term. For the series, the proof applies the exponential bound to a sum with one more term, splits that term off with `Finset.sum_range_succ`, and uses its positivity. The final `calc` block is that of `husimi_le` with a strict first step.

**The limit.** `husimi_kernel_tendsto` starts from the convergence of the exponential series. The composition with `tendsto_add_atTop_nat 1` accounts for the fact that a cutoff at $d$ keeps $d+1$ terms. Multiplying by $e^{-|z|^2}$ gives the limit 1 for $S_d(|z|^2)\,e^{-|z|^2}$. The rest shows that this expression equals the ratio in the theorem for every $d$: `hev` obtains $K(z) = S_d(|z|^2)$ from the two kernel theorems, and `hpos` provides the positivity needed to divide by $\langle K,K\rangle$.
